# Every real deformation gradient lies within twice its Green strain norm of an orthogonal matrix

For every real square matrix $F$ with Green strain $E=(F^TF-1)/2$, there is an orthogonal $Q$ with

$$\|F-Q\|\le 2\|E\|$$

in the Frobenius norm. If $\det F>0$, $Q$ can be chosen to be a proper rotation. In dimension at least one, the constant 2 is sharp, as $F=0$ shows.

## A real square matrix, possibly singular

The deformation gradient $F$ maps reference line elements to deformed ones. In Lean it is a `Matrix n n ℝ`, where `n` is a finite index type; below, $n$ also denotes its size. Invertibility is not assumed, so a collapsed direction is allowed. The result concerns one matrix: for a deformation field, $Q$ may vary from point to point.

```lean
import Mathlib

open Matrix
open scoped Matrix.Norms.Frobenius

namespace StrainControlsRotationDistance

noncomputable section

variable {n : Type*} [Fintype n] [DecidableEq n]

/-- The Green strain `(FᵀF - 1)/2` of a deformation gradient `F`. -/
def greenStrain (F : Matrix n n ℝ) : Matrix n n ℝ := (1 / 2 : ℝ) • (Fᵀ * F - 1)
```

Since $F$ is real, $F^TF$ is symmetric and has orthonormal eigenvectors $e_j$ with eigenvalues $\lambda_j$. For $i\ne j$,

$$(Fe_i)\cdot(Fe_j)=e_i\cdot F^TFe_j=\lambda_j\,e_i\cdot e_j=0.$$

Let $\sigma_j=|Fe_j|\ge0$ be the principal stretches. Where $\sigma_j\ne0$, set $b_j=Fe_j/\sigma_j$, then complete these vectors to an orthonormal basis. Now $Fe_j=\sigma_jb_j$ for every $j$, including the collapsed directions. With the $b_j$ as columns of $W$ and the $e_j$ as columns of $V$, this reads $FV=W\,\mathrm{diag}(\sigma)$, so

$$F=W\,\mathrm{diag}(\sigma)\,V^T.$$

In the proof, `frame` turns a basis into a matrix and `exists_adapted_basis` does the normalisation and completion.

```lean
/-- The matrix whose columns are the vectors of an orthonormal basis. -/
def frame (b : OrthonormalBasis n ℝ (EuclideanSpace ℝ n)) : Matrix n n ℝ :=
  Matrix.of fun i j => (b j).ofLp i

omit [DecidableEq n] in
/-- The Euclidean inner product is the dot product of the components. -/
theorem inner_eq_dot (x y : EuclideanSpace ℝ n) :
    inner ℝ x y = x.ofLp ⬝ᵥ y.ofLp := by
  simp [PiLp.inner_apply, dotProduct, mul_comm]

/-- The matrix of an orthonormal basis is orthogonal. -/
theorem frame_orthogonal (b : OrthonormalBasis n ℝ (EuclideanSpace ℝ n)) :
    (frame b)ᵀ * frame b = 1 := by
  ext i j
  have h := orthonormal_iff_ite.mp b.orthonormal i j
  rw [inner_eq_dot] at h
  rw [Matrix.one_apply, ← h]
  rfl

/-- Mutually orthogonal vectors, some possibly zero, are multiples of the vectors of an
orthonormal basis, with their lengths as factors. -/
theorem exists_adapted_basis (f : n → n → ℝ) (hf : ∀ i j, i ≠ j → f i ⬝ᵥ f j = 0) :
    ∃ b : OrthonormalBasis n ℝ (EuclideanSpace ℝ n),
      ∀ j, f j = √(f j ⬝ᵥ f j) • (b j).ofLp := by
  obtain ⟨σ, hσ⟩ : ∃ σ : n → ℝ, ∀ j, σ j = √(f j ⬝ᵥ f j) := ⟨_, fun _ => rfl⟩
  have hsq : ∀ j, σ j * σ j = f j ⬝ᵥ f j := by
    intro j
    rw [hσ j]
    exact Real.mul_self_sqrt (Finset.sum_nonneg fun i _ => mul_self_nonneg (f j i))
  let u : n → EuclideanSpace ℝ n := fun j => WithLp.toLp 2 ((σ j)⁻¹ • f j)
  have huu : ∀ i j, inner ℝ (u i) (u j) = (σ i)⁻¹ * ((σ j)⁻¹ * (f i ⬝ᵥ f j)) := by
    intro i j
    rw [inner_eq_dot]
    show ((σ i)⁻¹ • f i) ⬝ᵥ ((σ j)⁻¹ • f j) = _
    rw [smul_dotProduct, dotProduct_smul, smul_eq_mul, smul_eq_mul]
  -- the normalised non-zero vectors are orthonormal
  have hon : Orthonormal ℝ (Set.domRestrict {j | σ j ≠ 0} u) := by
    classical
    rw [orthonormal_iff_ite]
    rintro ⟨i, hi⟩ ⟨j, hj⟩
    show inner ℝ (u i) (u j) = _
    have hi' : σ i ≠ 0 := hi
    rw [huu]
    by_cases h : i = j
    · subst h
      rw [if_pos rfl, ← hsq i]
      field_simp
    · rw [hf i j h, if_neg (fun e => h (congrArg Subtype.val e)), mul_zero, mul_zero]
  -- and extend to a full orthonormal basis
  obtain ⟨b, hb⟩ := hon.exists_orthonormalBasis_extension_of_card_eq (by simp)
  refine ⟨b, fun j => ?_⟩
  rw [← hσ j]
  by_cases h : σ j = 0
  · have h0 : f j ⬝ᵥ f j = 0 := by rw [← hsq j, h, mul_zero]
    rw [h, zero_smul]
    exact dotProduct_self_eq_zero.mp h0
  · rw [hb j h]
    show f j = σ j • ((σ j)⁻¹ • f j)
    rw [smul_smul, mul_inv_cancel₀ h, one_smul]

/-- Every deformation gradient is a product of an orthogonal matrix, a diagonal matrix of
non-negative principal stretches and another orthogonal matrix. -/
theorem exists_principal_stretches (F : Matrix n n ℝ) :
    ∃ (W V : Matrix n n ℝ) (σ : n → ℝ), Wᵀ * W = 1 ∧ Vᵀ * V = 1 ∧ (∀ i, 0 ≤ σ i) ∧
      F = W * diagonal σ * Vᵀ := by
  have hA : (Fᵀ * F).IsHermitian := by
    rw [Matrix.IsHermitian, conjTranspose_eq_transpose_of_trivial, transpose_mul,
      transpose_transpose]
  let e := hA.eigenvectorBasis
  -- the images of the eigenvectors of FᵀF are mutually orthogonal
  have hf : ∀ i j, i ≠ j → (F *ᵥ (e i).ofLp) ⬝ᵥ (F *ᵥ (e j).ofLp) = 0 := by
    intro i j hij
    have h1 : (e i).ofLp ⬝ᵥ ((Fᵀ * F) *ᵥ (e j).ofLp)
        = (F *ᵥ (e i).ofLp) ⬝ᵥ (F *ᵥ (e j).ofLp) := by
      rw [← mulVec_mulVec, dotProduct_mulVec, vecMul_transpose]
    have h2 : (Fᵀ * F) *ᵥ (e j).ofLp = hA.eigenvalues j • (e j).ofLp :=
      hA.mulVec_eigenvectorBasis j
    have h3 : inner ℝ (e i) (e j) = 0 := e.orthonormal.2 hij
    rw [inner_eq_dot] at h3
    rw [← h1, h2, dotProduct_smul, h3, smul_zero]
  obtain ⟨b, hb⟩ := exists_adapted_basis (fun j => F *ᵥ (e j).ofLp) hf
  refine ⟨frame b, frame e, _, frame_orthogonal b, frame_orthogonal e,
    fun j => Real.sqrt_nonneg ((F *ᵥ (e j).ofLp) ⬝ᵥ (F *ᵥ (e j).ofLp)), ?_⟩
  have hFV : F * frame e = frame b *
      diagonal (fun j => √((F *ᵥ (e j).ofLp) ⬝ᵥ (F *ᵥ (e j).ofLp))) := by
    ext i j
    rw [mul_diagonal]
    exact (congrFun (hb j) i).trans (mul_comm _ _)
  rw [← hFV, Matrix.mul_assoc, mul_eq_one_comm.mp (frame_orthogonal e), Matrix.mul_one]
```

For complex $F$ with the plain transpose kept, the bound fails for unitary $Q$ in dimension two or more: $E$ can vanish although $F$ is not unitary.

## Distance measured in the Frobenius norm

The norm weighs all matrix entries equally, with $\|A\|^2=\mathrm{tr}(A^TA)$. It is unchanged by orthogonal changes of the deformed and reference frames, reflections included. For orthogonal $W$ and $V$,

$$\|WAV^T\|^2=\mathrm{tr}(VA^TAV^T)=\mathrm{tr}(A^TA)=\|A\|^2.$$

A norm without this invariance, such as the largest absolute entry, would not reduce the problem to the stretches in this way.

```lean
/-- The squared Frobenius norm of `A` is the trace of `AᵀA`. -/
theorem norm_sq_eq_trace (A : Matrix n n ℝ) : ‖A‖ ^ 2 = trace (Aᵀ * A) := by
  rw [Matrix.frobenius_norm_def, ← Real.sqrt_eq_rpow, Real.sq_sqrt (by positivity)]
  simp only [Real.rpow_two, Real.norm_eq_abs, sq_abs]
  rw [Finset.sum_comm]
  simp only [trace, diag_apply, mul_apply, transpose_apply, sq]

/-- Orthogonal factors on the left and on the right leave the Frobenius norm unchanged. -/
theorem norm_orthogonal_mul {W V : Matrix n n ℝ} (hW : Wᵀ * W = 1) (hV : Vᵀ * V = 1)
    (A : Matrix n n ℝ) : ‖W * A * Vᵀ‖ = ‖A‖ := by
  have h : (W * A * Vᵀ)ᵀ * (W * A * Vᵀ) = V * (Aᵀ * A) * Vᵀ := by
    simp only [transpose_mul, transpose_transpose]
    calc V * (Aᵀ * Wᵀ) * (W * A * Vᵀ) = V * Aᵀ * (Wᵀ * W) * A * Vᵀ := by noncomm_ring
      _ = V * (Aᵀ * A) * Vᵀ := by rw [hW]; noncomm_ring
  refine (sq_eq_sq₀ (norm_nonneg _) (norm_nonneg _)).mp ?_
  rw [norm_sq_eq_trace, norm_sq_eq_trace, h, trace_mul_comm, ← Matrix.mul_assoc, hV,
    Matrix.one_mul]

/-- Twice the norm of the Green strain is the norm of `FᵀF - 1`. -/
theorem two_mul_norm_greenStrain (F : Matrix n n ℝ) :
    2 * ‖greenStrain F‖ = ‖Fᵀ * F - 1‖ := by
  have h : ‖(1 / 2 : ℝ)‖ = 1 / 2 := by norm_num
  rw [greenStrain, norm_smul, h]
  ring
```

Take $Q=WV^T$. Then

$$F-Q=W\,\mathrm{diag}(\sigma_i-1)V^T,\qquad F^TF-1=V\,\mathrm{diag}(\sigma_i^2-1)V^T,$$

and therefore

$$\|F-Q\|^2=\sum_i(\sigma_i-1)^2\le\sum_i(\sigma_i-1)^2(\sigma_i+1)^2=4\|E\|^2.$$

The inequality uses $\sigma_i\ge0$. In Lean it appears as `0 ≤ σ i * (σ i + 2)`, which is $(\sigma_i+1)^2-1\ge0$.

## Positive determinant

The condition $\det F>0$ says that the deformation preserves orientation. It is needed only for the claim that $Q$ is a proper rotation. By hand, $\det F=\det Q\prod_i\sigma_i$ with a non-negative product, so $\det Q>0$; orthogonality gives $(\det Q)^2=1$, hence $\det Q=1$. The second component of the theorem follows the same steps. Without the condition, a reflection has $E=0$, and the bound forces $Q=F$ with determinant $-1$.

```lean
/-- Every deformation gradient `F` lies within twice the norm of its Green strain of some
orthogonal matrix `Q`, and `Q` is a proper rotation if `F` preserves orientation. -/
theorem exists_orthogonal_near (F : Matrix n n ℝ) :
    ∃ Q : Matrix n n ℝ, Qᵀ * Q = 1 ∧ (0 < F.det → Q.det = 1) ∧
      ‖F - Q‖ ≤ 2 * ‖greenStrain F‖ := by
  obtain ⟨W, V, σ, hW, hV, hσ, hF⟩ := exists_principal_stretches F
  have hQ : (W * Vᵀ)ᵀ * (W * Vᵀ) = 1 := by
    rw [transpose_mul, transpose_transpose, Matrix.mul_assoc, ← Matrix.mul_assoc Wᵀ, hW,
      Matrix.one_mul, mul_eq_one_comm.mp hV]
  refine ⟨W * Vᵀ, hQ, fun hdet => ?_, ?_⟩
  · -- det F is det Q times the non-negative product of the stretches
    have h1 : (W * Vᵀ).det * (W * Vᵀ).det = 1 := by
      have h := congrArg Matrix.det hQ
      rwa [det_mul, det_transpose, det_one] at h
    have h2 : F.det = (W * Vᵀ).det * ∏ i, σ i := by
      rw [hF, det_mul, det_mul, det_mul, det_diagonal]
      ring
    have hp : 0 ≤ ∏ i, σ i := Finset.prod_nonneg fun i _ => hσ i
    rw [h2] at hdet
    have hq : 0 < (W * Vᵀ).det := pos_of_mul_pos_left hdet hp
    nlinarith
  · have h1 : F - W * Vᵀ = W * diagonal (fun i => σ i - 1) * Vᵀ := by
      have hd : diagonal (fun i => σ i - 1) = diagonal σ - (1 : Matrix n n ℝ) := by
        rw [← diagonal_one, diagonal_sub]
      rw [hd, hF]
      noncomm_ring
    have h2 : Fᵀ * F - 1 = V * diagonal (fun i => σ i * σ i - 1) * Vᵀ := by
      have hd : diagonal (fun i => σ i * σ i - 1)
          = diagonal σ * diagonal σ - (1 : Matrix n n ℝ) := by
        rw [diagonal_mul_diagonal, ← diagonal_one, diagonal_sub]
      have hFF : Fᵀ * F = V * (diagonal σ * diagonal σ) * Vᵀ := by
        rw [hF]
        simp only [transpose_mul, transpose_transpose, diagonal_transpose]
        calc V * (diagonal σ * Wᵀ) * (W * diagonal σ * Vᵀ)
            = V * diagonal σ * (Wᵀ * W) * diagonal σ * Vᵀ := by noncomm_ring
          _ = V * (diagonal σ * diagonal σ) * Vᵀ := by rw [hW]; noncomm_ring
      rw [hd, hFF, Matrix.mul_sub, Matrix.sub_mul, Matrix.mul_one, mul_eq_one_comm.mp hV]
    rw [two_mul_norm_greenStrain, h1, h2, norm_orthogonal_mul hW hV,
      norm_orthogonal_mul hV hV]
    refine (sq_le_sq₀ (norm_nonneg _) (norm_nonneg _)).mp ?_
    rw [norm_sq_eq_trace, norm_sq_eq_trace, diagonal_transpose, diagonal_transpose,
      diagonal_mul_diagonal, diagonal_mul_diagonal, trace_diagonal, trace_diagonal]
    -- compare stretch by stretch
    refine Finset.sum_le_sum fun i _ => ?_
    show (σ i - 1) * (σ i - 1) ≤ (σ i * σ i - 1) * (σ i * σ i - 1)
    have h3 : 0 ≤ σ i * (σ i + 2) := mul_nonneg (hσ i) (by linarith [hσ i])
    nlinarith [mul_nonneg (sq_nonneg (σ i - 1)) h3]
```

In a simulation with a homogeneously deformed periodic cell, $F=hh_0^{-1}$, where the columns of $h_0$ and $h$ are the reference and deformed cell vectors. A singular value decomposition of $F$ gives $W$, $\sigma$ and $V^T$. If both cells have the same handedness, $Q=WV^T$ is a rotation, and removing it from the deformed cell leaves $Q^Th$. Since $Q^Th-h_0=(Q^TF-1)h_0$ and $\|Q^TF-1\|=\|F-Q\|$, the remaining difference between the cells has norm at most $2\|E\|\,\|h_0\|$.

## At least one dimension

`[Nonempty n]` excludes the zero-dimensional space and is used only for sharpness. At $F=0$, $E=-1/2$ times the identity, so $\|E\|=\sqrt n/2$, while every orthogonal $Q$ has $\|Q\|=\sqrt n$. A bound $\|Q\|\le c\|E\|$ thus gives $c\ge2$ after division by $\sqrt n>0$. With $n=0$ both norms vanish and any $c$ works.

```lean
/-- In dimension at least one, at `F = 0`, a bound on the distance to an orthogonal matrix by `c`
times the norm of the Green strain requires `c ≥ 2`. -/
theorem constant_two_sharp [Nonempty n] {Q : Matrix n n ℝ} (hQ : Qᵀ * Q = 1) {c : ℝ}
    (h : ‖0 - Q‖ ≤ c * ‖greenStrain (0 : Matrix n n ℝ)‖) : 2 ≤ c := by
  have h1 : ‖Q‖ = ‖(1 : Matrix n n ℝ)‖ := by
    refine (sq_eq_sq₀ (norm_nonneg _) (norm_nonneg _)).mp ?_
    rw [norm_sq_eq_trace, norm_sq_eq_trace, hQ, transpose_one, Matrix.one_mul]
  have h2 := two_mul_norm_greenStrain (0 : Matrix n n ℝ)
  rw [Matrix.mul_zero, zero_sub, norm_neg] at h2
  have h3 : 0 < ‖(1 : Matrix n n ℝ)‖ := norm_pos_iff.mpr one_ne_zero
  rw [zero_sub, norm_neg, h1, ← h2] at h
  exact le_of_mul_le_mul_right h (by linarith)
```

For $n=1$ and $F=f$, choosing $Q=\pm1$ with the sign of $f$ (either sign at zero) reduces the theorem to $\bigl||f|-1\bigr|\le|f^2-1|$. As $|f|\to1$, the ratio of $|F-Q|$ to $|E|$, equal to $2/(|f|+1)$, tends to 1. In one dimension the factor 2 is reached only at collapse, $f=0$, which is not a physically admissible deformation; admissible ones with $f>0$ approach it as $f\to0$.

## Orthogonality of the comparison matrix

The hypothesis `Qᵀ * Q = 1` says that $Q$ preserves lengths and angles; reflections are included. It also gives a converse estimate. With $H=F-Q$,

$$F^TF-1=Q^TH+H^TQ+H^TH.$$

The first two terms each have norm $\|H\|$, and the last has norm at most $\|H\|^2$. The triangle inequality and division by 2 give

$$\|E\|\le\|F-Q\|+\tfrac12\|F-Q\|^2.$$

In the proof, `h1` is the expansion and `h2` to `h4` are the three norm estimates. Without orthogonality, $Q=F$ would make the right side zero for any strain.

```lean
/-- Conversely, the distance from `F` to any orthogonal matrix bounds the Green strain, with a
linear and a quadratic term. -/
theorem norm_greenStrain_le {Q : Matrix n n ℝ} (hQ : Qᵀ * Q = 1) (F : Matrix n n ℝ) :
    ‖greenStrain F‖ ≤ ‖F - Q‖ + ‖F - Q‖ ^ 2 / 2 := by
  obtain ⟨H, hH⟩ : ∃ H, H = F - Q := ⟨_, rfl⟩
  have hF : F = Q + H := by rw [hH]; abel
  -- expand the strain around the orthogonal matrix
  have h1 : Fᵀ * F - 1 = Qᵀ * H + (Qᵀ * H)ᵀ + Hᵀ * H := by
    rw [hF, ← hQ]
    simp only [transpose_add, transpose_mul, transpose_transpose]
    noncomm_ring
  have h2 : ‖Qᵀ * H‖ = ‖H‖ := by
    have h := norm_orthogonal_mul (W := Qᵀ) (V := 1)
      (by rw [transpose_transpose]; exact mul_eq_one_comm.mp hQ)
      (by rw [transpose_one, Matrix.one_mul]) H
    rwa [transpose_one, Matrix.mul_one] at h
  have h3 : ‖(Qᵀ * H)ᵀ‖ = ‖H‖ := by rw [Matrix.frobenius_norm_transpose, h2]
  have h4 : ‖Hᵀ * H‖ ≤ ‖H‖ * ‖H‖ := by
    have h := Matrix.frobenius_norm_mul Hᵀ H
    rwa [Matrix.frobenius_norm_transpose] at h
  have h5 := norm_add_le (Qᵀ * H + (Qᵀ * H)ᵀ) (Hᵀ * H)
  have h6 := norm_add_le (Qᵀ * H) (Qᵀ * H)ᵀ
  have h7 := two_mul_norm_greenStrain F
  rw [h1] at h7
  rw [← hH]
  nlinarith

end

end StrainControlsRotationDistance
```

```lean
#print axioms StrainControlsRotationDistance.exists_orthogonal_near
#print axioms StrainControlsRotationDistance.constant_two_sharp
#print axioms StrainControlsRotationDistance.norm_greenStrain_le
```

```
'StrainControlsRotationDistance.exists_orthogonal_near' depends on axioms: [propext, Classical.choice, Quot.sound]
'StrainControlsRotationDistance.constant_two_sharp' depends on axioms: [propext, Classical.choice, Quot.sound]
'StrainControlsRotationDistance.norm_greenStrain_le' depends on axioms: [propext, Classical.choice, Quot.sound]
```
